# In an fcc crystal with cubic lattice constant L, reciprocal lattice vectors of equal length below √27 · 2π/L have the same Cartesian indices up to order and sign

The reciprocal lattice of an fcc crystal with cubic lattice constant L consists, in units of 2π/L, of the integer combinations of (−1,1,1), (1,−1,1) and (1,1,−1). The theorem `same_indices_of_same_length` takes two such vectors of equal squared length, less than 27 in units of (2π/L)², and states that the absolute values of their three Cartesian indices agree as multisets, that is, up to order. This is a statement about the lattice alone, with no electrons or potential involved. The attempt uses `mem_box_iff` to place both vectors in a finite box of integer triples, and then asks Lean to check all the cases there by computation.

An attempt in Lean 4 with a fault in it:

```lean
import Mathlib

namespace FccReciprocalShells

/-- Squared length of a reciprocal vector with Cartesian indices `(h, k, l)`, in units of `(2π/L)²`,
with `L` the cubic lattice constant. -/
def normSq (G : ℤ × ℤ × ℤ) : ℤ := G.1 * G.1 + G.2.1 * G.2.1 + G.2.2 * G.2.2

/-- The reciprocal lattice of an fcc crystal with cubic lattice constant `L`, in units of `2π/L`:
all integer combinations of the three primitive vectors `(-1,1,1)`, `(1,-1,1)`, `(1,1,-1)`. -/
def fccRecip : Set (ℤ × ℤ × ℤ) :=
  {G | ∃ a b c : ℤ, G = a • ((-1, 1, 1) : ℤ × ℤ × ℤ) + b • ((1, -1, 1) : ℤ × ℤ × ℤ)
    + c • ((1, 1, -1) : ℤ × ℤ × ℤ)}

/-- The absolute values of the three indices, without regard to order. -/
def absIndices (G : ℤ × ℤ × ℤ) : Multiset ℕ :=
  {G.1.natAbs, G.2.1.natAbs, G.2.2.natAbs}

/-- The triples of equal parity whose indices lie between -5 and 5. -/
noncomputable def box : Finset (ℤ × ℤ × ℤ) :=
  (Finset.Icc (-5) 5 ×ˢ Finset.Icc (-5) 5 ×ˢ Finset.Icc (-5) 5).filter
    (fun G => G.1 % 2 = G.2.1 % 2 ∧ G.2.1 % 2 = G.2.2 % 2)

/-- An integer triple is an fcc reciprocal lattice vector exactly when its indices are
all even or all odd. -/
theorem mem_fccRecip_iff (G : ℤ × ℤ × ℤ) :
    G ∈ fccRecip ↔ G.1 % 2 = G.2.1 % 2 ∧ G.2.1 % 2 = G.2.2 % 2 := by
  obtain ⟨h, k, l⟩ := G
  simp only [fccRecip, Set.mem_ofPred_eq, Prod.smul_mk, Prod.mk_add_mk, Prod.mk.injEq,
    smul_eq_mul]
  constructor
  · rintro ⟨a, b, c, h1, h2, h3⟩
    omega
  · rintro ⟨h1, h2⟩
    -- the coefficients are half-sums of pairs of indices
    exact ⟨(k + l) / 2, (h + l) / 2, (h + k) / 2, by omega, by omega, by omega⟩

/-- For squared length at most 31, the reciprocal lattice vectors are those in the box. -/
theorem mem_box_iff {G : ℤ × ℤ × ℤ} (hG : normSq G ≤ 31) : G ∈ box ↔ G ∈ fccRecip := by
  rw [mem_fccRecip_iff]
  obtain ⟨h, k, l⟩ := G
  simp only [normSq] at hG
  simp only [box, Finset.mem_filter, Finset.mem_product, Finset.mem_Icc]
  constructor
  · exact fun H => H.2
  · intro H
    have hh := mul_self_nonneg h
    have hk := mul_self_nonneg k
    have hl := mul_self_nonneg l
    -- an index of absolute value 6 or more would give squared length at least 36
    refine ⟨⟨⟨?_, ?_⟩, ⟨?_, ?_⟩, ⟨?_, ?_⟩⟩, H⟩ <;> nlinarith

/-- Below squared length 27, two reciprocal lattice vectors of equal length have the same
indices up to order and signs. -/
theorem same_indices_of_same_length {G G' : ℤ × ℤ × ℤ} (hG : G ∈ fccRecip)
    (hG' : G' ∈ fccRecip) (hlen : normSq G = normSq G') (hlt : normSq G < 27) :
    absIndices G = absIndices G' := by
  have key : ∀ G ∈ box, normSq G < 27 → ∀ G' ∈ box, normSq G = normSq G' →
      absIndices G = absIndices G' := by
    decide +kernel
  exact key G ((mem_box_iff (by omega)).2 hG) hlt G' ((mem_box_iff (by omega)).2 hG') hlen

end FccReciprocalShells
```

Messages:

```
Main.lean:60:4: error: (kernel) excessive memory consumption detected
```

Fix (accepted with no message):

```diff
@@ -56,8 +56,14 @@
     (hG' : G' ∈ fccRecip) (hlen : normSq G = normSq G') (hlt : normSq G < 27) :
     absIndices G = absIndices G' := by
-  have key : ∀ G ∈ box, normSq G < 27 → ∀ G' ∈ box, normSq G = normSq G' →
-      absIndices G = absIndices G' := by
-    decide +kernel
-  exact key G ((mem_box_iff (by omega)).2 hG) hlt G' ((mem_box_iff (by omega)).2 hG') hlen
+  -- below 27 the squared length determines the absolute indices through a short table
+  obtain ⟨f, hf⟩ : ∃ f : ℤ → Multiset ℕ,
+      ∀ G ∈ box, normSq G < 27 → absIndices G = f (normSq G) :=
+    ⟨fun n => if n = 0 then {0, 0, 0} else if n = 3 then {1, 1, 1}
+      else if n = 4 then {2, 0, 0} else if n = 8 then {2, 2, 0}
+      else if n = 11 then {3, 1, 1} else if n = 12 then {2, 2, 2}
+      else if n = 16 then {4, 0, 0} else if n = 19 then {3, 3, 1}
+      else if n = 20 then {4, 2, 0} else {4, 2, 2}, by decide +kernel⟩
+  rw [hf G ((mem_box_iff (by omega)).2 hG) hlt,
+    hf G' ((mem_box_iff (by omega)).2 hG') (by omega), hlen]
 
 end FccReciprocalShells
```

Diagnosis. The message says that Lean's kernel stopped because it was using too much memory. It does not say that the statement is false. `decide +kernel` has the kernel evaluate a decision procedure for `key`, which has one quantifier over `box` inside another. The box has 341 triples, and 137 of them have squared length below 27, so the check runs through 137 × 341, or nearly 47,000, pairs. For each pair it compares lengths, and where these agree it compares multisets too.

The repair leaves only one quantifier over `box` to be decided. It gives a function `f`, written as a table, from squared length to the multiset of absolute indices, and `decide +kernel` checks the table against each vector of the box separately. That is 341 cases instead of tens of thousands of pairs, and the kernel manages it. The comparison of two vectors is now done by proof: `rw` with `hf` turns the two sides into `f (normSq G)` and `f (normSq G')`, and `hlen` makes them equal. The new `by omega` supplies the bound `normSq G' < 27`, which follows from `hlen` and `hlt`.
